# The excess grand potential of a planar interface is independent of the dividing surface exactly when the bulk grand-potential densities are equal

For a planar interface between two bulk phases, `grandPotential_invariant_iff` states that the excess grand potential per unit area is the same for every position of the dividing surface if and only if the two bulk grand-potential densities are equal. The energy, entropy and particle densities are real functions of one coordinate, whose deviations from their bulk values are integrable on the left and right half-lines; there are finitely many species, and the same constants `T` and `μ` are used throughout. The proof rests on `grandPotential_shift`, by which moving the surface from `s` to `s'` changes the excess by the right bulk density minus the left, times `s' - s`. For the forward direction, the attempt compares the positions 0 and 1, where the assumed invariance makes this change zero.

An attempt in Lean 4 with a fault in it:

```lean
import Mathlib

open MeasureTheory Set

namespace GibbsDividingSurface

noncomputable section

/-- The profile `f` has bulk values `fa` on the left and `fb` on the right: its deviations
from them are integrable on left and right half-lines respectively. -/
structure HasBulk (f : ℝ → ℝ) (fa fb : ℝ) : Prop where
  left : ∀ s, IntegrableOn (fun z => f z - fa) (Iic s)
  right : ∀ s, IntegrableOn (fun z => f z - fb) (Ioi s)

/-- The surface excess per unit area of the density profile `f`, for a dividing surface
at position `s` between bulk phases of densities `fa` and `fb`. -/
def excess (f : ℝ → ℝ) (fa fb s : ℝ) : ℝ :=
  (∫ z in Iic s, (f z - fa)) + ∫ z in Ioi s, (f z - fb)

/-- The grand-potential combination `E - T S - ∑ μᵢ Nᵢ` of an energy, an entropy and
particle numbers, which may be bulk densities or surface excesses. -/
def grandPotential {ι : Type*} [Fintype ι] (T : ℝ) (μ : ι → ℝ) (E S : ℝ) (N : ι → ℝ) : ℝ :=
  E - T * S - ∑ i, μ i * N i

/-- Moving the dividing surface to the right from `s` to `s'` changes the excess by the
difference of the bulk densities times the displacement. -/
theorem excess_shift_of_le {f : ℝ → ℝ} {fa fb : ℝ} (h : HasBulk f fa fb) {s s' : ℝ}
    (hs : s ≤ s') :
    excess f fa fb s' - excess f fa fb s = (fb - fa) * (s' - s) := by
  have h1 : IntegrableOn (fun z => f z - fa) (Ioc s s') :=
    (h.left s').mono_set (fun z hz => hz.2)
  have h2 : IntegrableOn (fun z => f z - fb) (Ioc s s') :=
    (h.right s).mono_set (fun z hz => hz.1)
  -- split both half-lines at the slab between the two surfaces
  have hL : ∫ z in Iic s', (f z - fa)
      = (∫ z in Iic s, (f z - fa)) + ∫ z in Ioc s s', (f z - fa) := by
    rw [← Iic_union_Ioc_eq_Iic hs]
    exact setIntegral_union
      (Set.disjoint_left.2 fun z k1 k2 => (not_lt.2 (Set.mem_Iic.1 k1)) k2.1)
      measurableSet_Ioc (h.left s) h1
  have hR : ∫ z in Ioi s, (f z - fb)
      = (∫ z in Ioc s s', (f z - fb)) + ∫ z in Ioi s', (f z - fb) := by
    rw [← Ioc_union_Ioi_eq_Ioi hs]
    exact setIntegral_union
      (Set.disjoint_left.2 fun z k1 k2 => (not_lt.2 k1.2) (Set.mem_Ioi.1 k2))
      measurableSet_Ioi h2 (h.right s')
  -- in the slab the profile itself cancels
  have hI : (∫ z in Ioc s s', (f z - fa)) - ∫ z in Ioc s s', (f z - fb)
      = (fb - fa) * (s' - s) := by
    calc (∫ z in Ioc s s', (f z - fa)) - ∫ z in Ioc s s', (f z - fb)
        = ∫ z in Ioc s s', ((f z - fa) - (f z - fb)) := (integral_sub h1 h2).symm
      _ = ∫ _z in Ioc s s', (fb - fa) := by
          congr 1
          funext z
          ring
      _ = (fb - fa) * (s' - s) := by
          rw [← intervalIntegral.integral_of_le hs, intervalIntegral.integral_const,
            smul_eq_mul]
          ring
  unfold excess
  linear_combination hL - hR + hI

/-- For any two positions of the dividing surface, the excesses differ by the difference
of the bulk densities times the displacement. -/
theorem excess_shift {f : ℝ → ℝ} {fa fb : ℝ} (h : HasBulk f fa fb) (s s' : ℝ) :
    excess f fa fb s' - excess f fa fb s = (fb - fa) * (s' - s) := by
  rcases le_total s s' with hs | hs
  · exact excess_shift_of_le h hs
  · linear_combination -(excess_shift_of_le h hs)

/-- The excess grand potential of a mixture changes by the difference of the bulk
grand-potential densities times the displacement of the dividing surface. -/
theorem grandPotential_shift {ι : Type*} [Fintype ι] (T : ℝ) (μ : ι → ℝ)
    {e η : ℝ → ℝ} {n : ι → ℝ → ℝ} {ea eb ηa ηb : ℝ} {na nb : ι → ℝ}
    (he : HasBulk e ea eb) (hη : HasBulk η ηa ηb) (hn : ∀ i, HasBulk (n i) (na i) (nb i))
    (s s' : ℝ) :
    grandPotential T μ (excess e ea eb s') (excess η ηa ηb s')
        (fun i => excess (n i) (na i) (nb i) s')
      - grandPotential T μ (excess e ea eb s) (excess η ηa ηb s)
        (fun i => excess (n i) (na i) (nb i) s)
      = (grandPotential T μ eb ηb nb - grandPotential T μ ea ηa na) * (s' - s) := by
  have hsum : ∑ i, μ i * excess (n i) (na i) (nb i) s'
      - ∑ i, μ i * excess (n i) (na i) (nb i) s
      = (∑ i, μ i * nb i - ∑ i, μ i * na i) * (s' - s) := by
    rw [← Finset.sum_sub_distrib, ← Finset.sum_sub_distrib, Finset.sum_mul]
    refine Finset.sum_congr rfl fun i _ => ?_
    linear_combination μ i * excess_shift (hn i) s s'
  unfold grandPotential
  linear_combination excess_shift he s s' - T * excess_shift hη s s' - hsum

/-- The excess grand potential per area is independent of the position of the dividing
surface if and only if the two bulk phases have equal grand-potential densities. -/
theorem grandPotential_invariant_iff {ι : Type*} [Fintype ι] (T : ℝ) (μ : ι → ℝ)
    {e η : ℝ → ℝ} {n : ι → ℝ → ℝ} {ea eb ηa ηb : ℝ} {na nb : ι → ℝ}
    (he : HasBulk e ea eb) (hη : HasBulk η ηa ηb)
    (hn : ∀ i, HasBulk (n i) (na i) (nb i)) :
    (∀ s s', grandPotential T μ (excess e ea eb s') (excess η ηa ηb s')
          (fun i => excess (n i) (na i) (nb i) s')
        = grandPotential T μ (excess e ea eb s) (excess η ηa ηb s)
          (fun i => excess (n i) (na i) (nb i) s))
      ↔ grandPotential T μ ea ηa na = grandPotential T μ eb ηb nb := by
  constructor
  · intro h
    -- a unit displacement reads off the difference of the bulk densities
    linear_combination h 0 1 - grandPotential_shift T μ he hη hn 0 1
  · intro h s s'
    linear_combination grandPotential_shift T μ he hη hn s s' - (s' - s) * h

end

end GibbsDividingSurface
```

The compiler's answer:

```
Main.lean:105:4: error: ring failed, ring expressions not equal
ι : Type u_1
inst✝ : Fintype ι
T : ℝ
μ : ι → ℝ
e η : ℝ → ℝ
n : ι → ℝ → ℝ
ea eb ηa ηb : ℝ
na nb : ι → ℝ
he : HasBulk e ea eb
hη : HasBulk η ηa ηb
hn : ∀ (i : ι), HasBulk (n i) (na i) (nb i)
h :
  ∀ (s s' : ℝ),
    (grandPotential T μ (excess e ea eb s') (excess η ηa ηb s') fun i => excess (n i) (na i) (nb i) s') =
      grandPotential T μ (excess e ea eb s) (excess η ηa ηb s) fun i => excess (n i) (na i) (nb i) s
⊢ grandPotential T μ ea ηa na * 2 - grandPotential T μ eb ηb nb * 2 = 0
```

What went wrong. The error is one of sign, in the forward direction. Write Ωa and Ωb for the left and right bulk grand-potential densities; the goal is Ωa = Ωb. `linear_combination` subtracts the two sides of the given combination from those of the goal, and `ring1` must then show that the result is zero.

Here `h 0 1` says that the excess at 1 equals the excess at 0, and `grandPotential_shift` says that their difference is (Ωb - Ωa) * (1 - 0). In `h 0 1 - grandPotential_shift T μ he hη hn 0 1` the excesses cancel, but left side minus right side is Ωb - Ωa, the negative of what the goal needs. Subtracting it doubles the difference instead of removing it, which leaves the `2`s in the reported goal, Ωa * 2 - Ωb * 2 = 0.

The repair swaps the two terms. The combination then gives Ωa - Ωb, which matches the goal, and the remainder is zero.

The repair, with which the file compiles:

```diff
@@ -103,5 +103,5 @@
   · intro h
     -- a unit displacement reads off the difference of the bulk densities
-    linear_combination h 0 1 - grandPotential_shift T μ he hη hn 0 1
+    linear_combination grandPotential_shift T μ he hη hn 0 1 - h 0 1
   · intro h s s'
     linear_combination grandPotential_shift T μ he hη hn s s' - (s' - s) * h
```
